# The sum-rule cutoff radius of a sign-changing model hole jumps, with or without clamping

An electron is surrounded by an exchange hole, a region from which other electrons of the same spin are depleted. The exact exchange hole is nowhere an enhancement. One way to build a semilocal exchange functional starts from an approximate hole, such as a truncated gradient expansion, which can have the wrong sign at some distances and the wrong total charge. A real-space cutoff repairs the charge: the hole is kept up to the radius at which it contains the required amount and is set to zero beyond. Does this radius respond smoothly when the input changes slightly, and does the energy?

For one fixed spherical hole with a polynomial profile, the radius jumps at a critical charge. Setting the wrong-sign part to zero first does not remove the jump, but it does keep the energy under control.

```lean
import Mathlib

open MeasureTheory

namespace HoleCutoffJump

noncomputable section
```

## A hole with a wrong-sign shell

Let $u$ be the distance from the electron, and count depletion as positive. The raw hole is

$$h(u) = 5(u-3)(u-5),$$

which is negative for $3<u<5$. Units are arbitrary.

```lean
/-- The sign-changing raw model hole `5 (u - 3) (u - 5)`, negative for `3 < u < 5`. -/
def rawHole (u : ℝ) : ℝ := 5 * (u - 3) * (u - 5)
```

Clamping replaces $h(u)$ by $\max(h(u),0)$, for any real function $h$.

```lean
/-- The clamped hole: negative values of `h` are replaced by zero. -/
def clamp (h : ℝ → ℝ) (u : ℝ) : ℝ := max (h u) 0
```

The charge inside radius $R$ is

$$Q(R)=\int_0^R u^2\,h(u)\,du .$$

The angular factor $4\pi$ is left out, so a target value $T$ of $Q$ stands for a physical charge $4\pi T$.

```lean
/-- The charge of the hole `h` inside radius `R`, without the factor `4π`. -/
def holeCharge (h : ℝ → ℝ) (R : ℝ) : ℝ := ∫ u in (0 : ℝ)..R, u ^ 2 * h u
```

The Coulomb interaction of the electron with its hole is attractive and weights the charge by $1/u$. Up to a negative constant prefactor it equals the following integral, which is what "energy" means below:

$$E(R)=\int_0^R u\,h(u)\,du .$$

```lean
/-- The Coulomb energy integral of the hole `h` inside radius `R`, without its constant
prefactor. -/
def holeEnergy (h : ℝ → ℝ) (R : ℝ) : ℝ := ∫ u in (0 : ℝ)..R, u * h u
```

The cutoff radius for a target $T$ is the smallest $R>0$ with $Q(R)=T$. In Lean, `IsLeast` says both that `R` solves the equation and that no positive solution is smaller. In an actual functional the target is fixed and the hole varies with density and gradient. Here the hole is fixed and $T$ varies, which for the sum rule amounts to rescaling the hole's amplitude.

```lean
/-- `R` is the sum-rule cutoff radius of `h` for the target `T`: the smallest positive radius
inside which the charge equals `T`. -/
def IsCutoff (h : ℝ → ℝ) (T R : ℝ) : Prop :=
  IsLeast {r : ℝ | 0 < r ∧ holeCharge h r = T} R
```

## When a cutoff radius exists

Continuity of $h$ makes both integrands continuous, hence integrable on every bounded interval.

```lean
/-- For a continuous hole the charge and energy integrands are integrable on every bounded interval.
-/
theorem integrands_integrable {h : ℝ → ℝ} (hh : Continuous h) :
    (∀ a b, IntervalIntegrable (fun u => u ^ 2 * h u) volume a b) ∧
      ∀ a b, IntervalIntegrable (fun u => u * h u) volume a b :=
  ⟨fun a b => Continuous.intervalIntegrable (by fun_prop) a b,
    fun a b => Continuous.intervalIntegrable (by fun_prop) a b⟩
```

Suppose $Q(B)\ge T>0$ for some $B\ge 0$. Since $Q$ is continuous and $Q(0)=0$, the intermediate value theorem gives a solution of $Q(R)=T$ in $[0,B]$. The solutions in this interval form a closed and bounded set, so there is a least one. It is not $0$, because $Q(0)=0<T$, and every positive solution outside the interval is larger than $B$. It is therefore the cutoff radius.

The proof follows this order: `intermediate_value_Icc` supplies the solution, `exists_isLeast` the least one, and the final case split compares it with solutions on either side of `B`.

```lean
/-- If a continuous hole holds at least the charge `T > 0` inside radius `B ≥ 0`, then it has a
cutoff radius for `T`, and this radius is at most `B`. -/
theorem exists_cutoff_le {h : ℝ → ℝ} (hh : Continuous h) {T B : ℝ} (hT : 0 < T) (hB : 0 ≤ B)
    (hTB : T ≤ holeCharge h B) : ∃ R, R ≤ B ∧ IsCutoff h T R := by
  have hcont : Continuous (holeCharge h) :=
    intervalIntegral.continuous_primitive (integrands_integrable hh).1 0
  have h0 : holeCharge h 0 = 0 := by simp [holeCharge]
  -- the solutions in `[0, B]` form a nonempty compact set, which has a least element
  have hcomp : IsCompact (Set.Icc 0 B ∩ holeCharge h ⁻¹' {T}) :=
    isCompact_Icc.inter_right (isClosed_singleton.preimage hcont)
  obtain ⟨x, hx, hxT⟩ := intermediate_value_Icc hB hcont.continuousOn
    (show T ∈ Set.Icc (holeCharge h 0) (holeCharge h B) from ⟨by rw [h0]; exact hT.le, hTB⟩)
  obtain ⟨R, ⟨hR, hRT⟩, hmin⟩ := hcomp.exists_isLeast ⟨x, hx, hxT⟩
  have hRT' : holeCharge h R = T := hRT
  have hne : R ≠ 0 := by
    intro h'
    rw [h', h0] at hRT'
    linarith
  refine ⟨R, hR.2, ⟨lt_of_le_of_ne hR.1 hne.symm, hRT'⟩, ?_⟩
  rintro y ⟨hy, hyT⟩
  by_cases hyB : y ≤ B
  · exact hmin ⟨⟨hy.le, hyB⟩, hyT⟩
  · linarith [hR.2, not_le.1 hyB]
```

## The raw charge and its jump

Expanding the integrand gives

$$u^2h(u)=5u^4-40u^3+75u^2,$$

and therefore

$$Q(R)=R^5-10R^4+25R^3=R^3(R-5)^2 .$$

The Lean proof differentiates this antiderivative and applies the fundamental theorem of calculus.

```lean
/-- The raw hole is continuous, and its charge inside radius `R` is `R³ (R - 5)²`. -/
theorem rawHole_charge :
    Continuous rawHole ∧ ∀ R, holeCharge rawHole R = R ^ 3 * (R - 5) ^ 2 := by
  have hc : Continuous rawHole := by
    unfold rawHole
    fun_prop
  refine ⟨hc, fun R => ?_⟩
  have hd : ∀ u : ℝ, HasDerivAt (fun u : ℝ => u ^ 5 - 10 * u ^ 4 + 25 * u ^ 3)
      (u ^ 2 * rawHole u) u := by
    intro u
    refine (((hasDerivAt_pow 5 u).fun_sub ((hasDerivAt_pow 4 u).const_mul (10 : ℝ))).fun_add
      ((hasDerivAt_pow 3 u).const_mul (25 : ℝ))).congr_deriv ?_
    norm_num [rawHole]
    ring
  rw [holeCharge, intervalIntegral.integral_eq_sub_of_hasDerivAt (fun u _ => hd u)
    ((integrands_integrable hc).1 0 R)]
  ring
```

The charge rises to $Q(3)=27\cdot 4=108$, falls to $Q(5)=0$, and then rises again. If $0<T\le 108$, the existence argument with $B=3$ gives a cutoff radius of at most $3$.

If $T>108$, a cutoff radius still exists, because at $B=T+6$ the charge is $(T+6)^3(T+1)^2\ge T$. To see where it lies, factor

$$Q(R)-108=(R-3)^2\,(R^3-4R^2-8R-12).$$

For $0<R\le 5.7$ the product $R(5.7-R)(R+1.7)=-R^3+4R^2+9.69R$ is nonnegative, so

$$R^3-4R^2-8R-12\le 1.69R-12<0 .$$

Hence $Q(R)\le 108$ up to $R=5.7$, and a target above $108$ is first reached beyond that radius. In the code, `hcubic` is the bound on the cubic and `hfac` is the factorization.

```lean
/-- For every target `T > 0` the raw hole has a cutoff radius. It is at most `3` if `T ≤ 108`,
and larger than `5.7` if `T > 108`. -/
theorem cutoff_jump {T : ℝ} (hT : 0 < T) :
    ∃ R, IsCutoff rawHole T R ∧ (T ≤ 108 → R ≤ 3) ∧ (108 < T → 57 / 10 < R) := by
  obtain ⟨hc, hQ⟩ := rawHole_charge
  by_cases h : T ≤ 108
  · obtain ⟨R, hR, hcut⟩ := exists_cutoff_le hc hT (B := 3) (by norm_num)
      (by rw [hQ]; norm_num; exact h)
    exact ⟨R, hcut, fun _ => hR, fun h' => absurd h (not_le.2 h')⟩
  · have hbig : T ≤ holeCharge rawHole (T + 6) := by
      rw [hQ]
      have h1 : 1 ≤ (T + 6) ^ 3 := one_le_pow₀ (by linarith)
      have h2 : T ≤ (T + 6 - 5) ^ 2 := by nlinarith
      nlinarith [mul_nonneg (sub_nonneg.2 h1) (sq_nonneg (T + 6 - 5))]
    obtain ⟨R, -, hcut⟩ := exists_cutoff_le hc hT (by linarith) hbig
    refine ⟨R, hcut, fun h' => absurd h' h, fun h' => ?_⟩
    obtain ⟨⟨hpos, hRT⟩, -⟩ := hcut
    rw [hQ] at hRT
    by_contra hle
    have hle' : R ≤ 57 / 10 := not_lt.1 hle
    -- charge minus 108 is `(R - 3)²` times a cubic that is negative up to 5.7
    have hcubic : R ^ 3 - 4 * R ^ 2 - 8 * R - 12 ≤ 0 := by
      nlinarith [mul_nonneg (mul_nonneg hpos.le (sub_nonneg.2 hle'))
        (show 0 ≤ R + 17 / 10 by linarith)]
    have hprod := mul_nonneg (sq_nonneg (R - 3)) (neg_nonneg.2 hcubic)
    have hfac : R ^ 3 * (R - 5) ^ 2 - 108
        = (R - 3) ^ 2 * (R ^ 3 - 4 * R ^ 2 - 8 * R - 12) := by ring
    linarith
```

Now let $r(T)$ be the cutoff radius for every $T>0$. If $r$ were continuous at $108$, then for some $\delta>0$ all targets within $\delta$ of $108$ would have radii within $1$ of $r(108)$. But $r(108)\le 3$, while $r(108+\delta/2)>5.7$. The Lean function `r` is constrained only at positive targets, and `IsLeast.unique` identifies its values with the radii found above.

```lean
/-- The cutoff radius of the raw hole, as a function of the target charge, is discontinuous
at `T = 108`. -/
theorem cutoff_not_continuous (r : ℝ → ℝ) (hr : ∀ T, 0 < T → IsCutoff rawHole T (r T)) :
    ¬ ContinuousAt r 108 := by
  intro hcont
  obtain ⟨δ, hδ, hclose⟩ := Metric.continuousAt_iff.1 hcont 1 one_pos
  obtain ⟨R, hR, hlow, -⟩ := cutoff_jump (T := 108) (by norm_num)
  obtain ⟨R', hR', -, hhigh⟩ := cutoff_jump (T := 108 + δ / 2) (by linarith)
  have e1 : r 108 = R := IsLeast.unique (hr 108 (by norm_num)) hR
  have e2 : r (108 + δ / 2) = R' := IsLeast.unique (hr _ (by linarith)) hR'
  have hd := hclose (x := 108 + δ / 2) (by
    rw [Real.dist_eq, abs_lt]
    constructor <;> linarith)
  rw [Real.dist_eq, abs_lt, e1, e2] at hd
  linarith [hlow le_rfl, hhigh (by linarith), hd.2]
```

## The raw energy drops

Integrating $u\,h(u)=5u^3-40u^2+75u$ gives

$$E(R)=\tfrac54R^4-\tfrac{40}{3}R^3+\tfrac{75}{2}R^2,\qquad E(3)=78.75 .$$

By the factorization, $3$ is the cutoff radius for $T=108$. For $108<T\le 124$ the radius exceeds $5.7$, and it is at most $5.8$, since any larger radius would hold a charge of at least $5.8^3\cdot 0.8^2\approx 124.87$. With $s=R-5$, so that $0\le s\le 0.8$,

$$E(5+s)=\tfrac{625}{12}+25s^2+\tfrac{35}{3}s^3+\tfrac54s^4<75 .$$

More charge thus comes with less energy. The negative shell cancels charge close to the electron, and the replacement lies farther out, where it counts for less. The bounds `p2`, `p3` and `p4` control the powers of $s$ in the last inequality.

```lean
/-- The energy integral of the raw hole is `78.75` at radius `3`, but below `75` at the cutoff
radius of every target `T` with `108 < T ≤ 124`. -/
theorem raw_energy_drops : holeEnergy rawHole 3 = 315 / 4 ∧
    ∀ T R, 108 < T → T ≤ 124 → IsCutoff rawHole T R → holeEnergy rawHole R < 75 := by
  obtain ⟨hc, hQ⟩ := rawHole_charge
  have hE : ∀ R, holeEnergy rawHole R = 5 / 4 * R ^ 4 - 40 / 3 * R ^ 3 + 75 / 2 * R ^ 2 := by
    intro R
    have hd : ∀ u : ℝ, HasDerivAt
        (fun u : ℝ => 5 / 4 * u ^ 4 - 40 / 3 * u ^ 3 + 75 / 2 * u ^ 2) (u * rawHole u) u := by
      intro u
      refine ((((hasDerivAt_pow 4 u).const_mul (5 / 4 : ℝ)).fun_sub
        ((hasDerivAt_pow 3 u).const_mul (40 / 3 : ℝ))).fun_add
        ((hasDerivAt_pow 2 u).const_mul (75 / 2 : ℝ))).congr_deriv ?_
      norm_num [rawHole]
      ring
    rw [holeEnergy, intervalIntegral.integral_eq_sub_of_hasDerivAt (fun u _ => hd u)
      ((integrands_integrable hc).2 0 R)]
    ring
  refine ⟨by rw [hE]; norm_num, fun T R h1 h2 hR => ?_⟩
  obtain ⟨R', hR', -, hhigh⟩ := cutoff_jump (T := T) (by linarith)
  have e : R = R' := IsLeast.unique hR hR'
  have hlow : 57 / 10 < R := e ▸ hhigh h1
  obtain ⟨⟨-, hRT⟩, -⟩ := hR
  rw [hQ] at hRT
  -- the charge bound keeps the radius below 5.8
  have hup : R - 5 ≤ 4 / 5 := by
    by_contra hcon
    have hgt : 4 / 5 < R - 5 := not_le.1 hcon
    have a := pow_le_pow_left₀ (by norm_num) (show (29 / 5 : ℝ) ≤ R by linarith) 3
    have b := pow_le_pow_left₀ (by norm_num) hgt.le 2
    have c := mul_le_mul a b (by norm_num) (by positivity)
    norm_num at c
    linarith
  have h0 : 0 ≤ R - 5 := by linarith
  have p2 := pow_le_pow_left₀ h0 hup 2
  have p3 := pow_le_pow_left₀ h0 hup 3
  have p4 := pow_le_pow_left₀ h0 hup 4
  rw [hE]
  nlinarith [p2, p3, p4]
```

## Clamping leaves the radius jump in place

On $[0,3]$ the raw hole is nonnegative, so clamping changes nothing and the charge inside $3$ remains $108$. On $[3,5]$ the clamped hole vanishes, so the charge inside $5$ is also $108$. The proof evaluates the two intervals separately and adds them.

```lean
/-- The clamped raw hole holds the same charge, `108`, inside radius `3` and inside radius `5`. -/
theorem clamped_charge :
    holeCharge (clamp rawHole) 3 = 108 ∧ holeCharge (clamp rawHole) 5 = 108 := by
  obtain ⟨hc, hQ⟩ := rawHole_charge
  have hcc : Continuous (clamp rawHole) := hc.max continuous_const
  have h3 : holeCharge (clamp rawHole) 3 = 108 := by
    have e : holeCharge (clamp rawHole) 3 = holeCharge rawHole 3 := by
      unfold holeCharge
      apply intervalIntegral.integral_congr
      intro u hu
      rw [Set.uIcc_of_le (by norm_num)] at hu
      have hn : 0 ≤ rawHole u := by
        unfold rawHole
        nlinarith [mul_nonneg (sub_nonneg.2 hu.2) (show 0 ≤ 5 - u by linarith [hu.2])]
      simp only [clamp, max_eq_left hn]
    rw [e, hQ]
    norm_num
  have h35 : ∫ u in (3 : ℝ)..5, u ^ 2 * clamp rawHole u = 0 := by
    refine (intervalIntegral.integral_congr (g := fun _ => (0 : ℝ)) ?_).trans (by simp)
    intro u hu
    rw [Set.uIcc_of_le (by norm_num)] at hu
    have hn : rawHole u ≤ 0 := by
      unfold rawHole
      nlinarith [mul_nonneg (sub_nonneg.2 hu.1) (sub_nonneg.2 hu.2)]
    simp only [clamp, max_eq_right hn, mul_zero]
  refine ⟨h3, ?_⟩
  have hadd := intervalIntegral.integral_add_adjacent_intervals
    ((integrands_integrable hcc).1 0 3) ((integrands_integrable hcc).1 3 5)
  unfold holeCharge at h3 ⊢
  linarith
```

The charge is now flat where it used to fall. For $0<T\le108$ the cutoff radius is again at most $3$. For $T>108$ a radius $R\le5$ is impossible: the clamped charge cannot decrease between $R$ and $5$, so $T\le108$ would follow. A cutoff radius exists for every $T>0$, because the clamped charge is at least the raw charge, which grows without bound, so the existence argument applies. The theorem takes a cutoff radius `R` as given and locates it.

```lean
/-- A cutoff radius of the clamped raw hole for `T > 0` is at most `3` if `T ≤ 108` and larger than
`5` if `T > 108`. -/
theorem clamped_cutoff_jump {T R : ℝ} (hT : 0 < T) (hR : IsCutoff (clamp rawHole) T R) :
    (T ≤ 108 → R ≤ 3) ∧ (108 < T → 5 < R) := by
  have hcc : Continuous (clamp rawHole) := rawHole_charge.1.max continuous_const
  constructor
  · intro h
    obtain ⟨R', hle, hR'⟩ := exists_cutoff_le hcc hT (B := 3) (by norm_num)
      (by rw [clamped_charge.1]; exact h)
    exact (IsLeast.unique hR hR').le.trans hle
  · intro h
    obtain ⟨⟨-, hRT⟩, -⟩ := hR
    by_contra hcon
    -- the clamped charge can only grow between `R` and 5
    have hsub : holeCharge (clamp rawHole) 5 - holeCharge (clamp rawHole) R
        = ∫ u in R..5, u ^ 2 * clamp rawHole u :=
      intervalIntegral.integral_interval_sub_left
        ((integrands_integrable hcc).1 0 5) ((integrands_integrable hcc).1 0 R)
    have hnn : 0 ≤ ∫ u in R..5, u ^ 2 * clamp rawHole u :=
      intervalIntegral.integral_nonneg (not_lt.1 hcon)
        (fun u _ => mul_nonneg (sq_nonneg u) (le_max_right _ _))
    linarith [clamped_charge.2]
```

## Clamping controls the energy

Let $h$ be any continuous hole, write $h_+$ for its clamped form and $Q_+$, $E_+$ for the corresponding charge and energy, and take $0<R_1\le R_2$. For $u\ge R_1$,

$$0\le R_1\,u\,h_+(u)\le u^2h_+(u).$$

Integrating from $R_1$ to $R_2$ and dividing by $R_1$ gives

$$0\le E_+(R_2)-E_+(R_1)\le\frac{Q_+(R_2)-Q_+(R_1)}{R_1}.$$

When $R_1$ and $R_2$ are cutoff radii, the numerator is the difference of their targets. A small change of target then means a small change of energy, provided $R_1$ stays away from zero, even if the radius jumps across an empty shell. In Lean, `integral_mono_on` integrates the pointwise inequality.

```lean
/-- For a clamped continuous hole and radii `0 < R₁ ≤ R₂`, the energy integral does not decrease
from `R₁` to `R₂`, and it grows by at most the added charge divided by `R₁`. -/
theorem clamped_energy_stable {h : ℝ → ℝ} (hh : Continuous h) {R₁ R₂ : ℝ} (h1 : 0 < R₁)
    (h12 : R₁ ≤ R₂) :
    0 ≤ holeEnergy (clamp h) R₂ - holeEnergy (clamp h) R₁ ∧
      holeEnergy (clamp h) R₂ - holeEnergy (clamp h) R₁
        ≤ (holeCharge (clamp h) R₂ - holeCharge (clamp h) R₁) / R₁ := by
  have hcc : Continuous (clamp h) := hh.max continuous_const
  obtain ⟨iQ, iE⟩ := integrands_integrable hcc
  have eE : holeEnergy (clamp h) R₂ - holeEnergy (clamp h) R₁
      = ∫ u in R₁..R₂, u * clamp h u :=
    intervalIntegral.integral_interval_sub_left (iE 0 R₂) (iE 0 R₁)
  have eQ : holeCharge (clamp h) R₂ - holeCharge (clamp h) R₁
      = ∫ u in R₁..R₂, u ^ 2 * clamp h u :=
    intervalIntegral.integral_interval_sub_left (iQ 0 R₂) (iQ 0 R₁)
  have hn : ∀ u, 0 ≤ clamp h u := fun u => le_max_right _ _
  rw [eE, eQ]
  constructor
  · exact intervalIntegral.integral_nonneg h12
      (fun u hu => mul_nonneg (h1.le.trans hu.1) (hn u))
  · -- beyond `R₁` the energy integrand times `R₁` is below the charge integrand
    rw [le_div_iff₀ h1, ← intervalIntegral.integral_mul_const]
    apply intervalIntegral.integral_mono_on h12 ((iE R₁ R₂).mul_const R₁) (iQ R₁ R₂)
    intro u hu
    show u * clamp h u * R₁ ≤ u ^ 2 * clamp h u
    nlinarith [mul_nonneg (mul_nonneg (h1.le.trans hu.1) (hn u)) (sub_nonneg.2 hu.1)]

end

end HoleCutoffJump
```

## Two targets on either side of the threshold

Take the targets $Q(2.9)=2.9^3\cdot2.1^2\approx107.56$ and $Q(5.76)=5.76^3\cdot0.76^2\approx110.38$. Their raw cutoff radii are $2.9$ and $5.76$, and the raw energy falls from about $78.60$ to $72.06$.

With the clamped hole, the first radius and energy are unchanged. Beyond $5$ the clamped charge is $108+R^3(R-5)^2$, which reaches the second target at $R\approx5.133$. The energy there is about $79.22$. The radius still jumps, but the energy rises by only $0.62$, within the bound $2.826/2.9\approx0.97$.

```lean
#print axioms HoleCutoffJump.cutoff_not_continuous
#print axioms HoleCutoffJump.raw_energy_drops
#print axioms HoleCutoffJump.clamped_cutoff_jump
#print axioms HoleCutoffJump.clamped_energy_stable
```

```
'HoleCutoffJump.cutoff_not_continuous' depends on axioms: [propext, Classical.choice, Quot.sound]
'HoleCutoffJump.raw_energy_drops' depends on axioms: [propext, Classical.choice, Quot.sound]
'HoleCutoffJump.clamped_cutoff_jump' depends on axioms: [propext, Classical.choice, Quot.sound]
'HoleCutoffJump.clamped_energy_stable' depends on axioms: [propext, Classical.choice, Quot.sound]
```
